# Two identical emitters in a detuned lossless cavity: level shift, photon leakage and swap probability

## How far off is the swap if I delete the cavity mode?

To set the length of an excitation swap between two identical emitters, I remove the cavity mode from the simulation and keep an exchange coupling \(J=-g^2/\Delta\), plus the same shift \(-g^2/\Delta\) on each emitter. Here \(g\) is the coupling of each emitter to the mode, and \(\Delta>0\) is the cavity frequency minus the emitter frequency. With \(g/\Delta=0.1\), how wrong is the energy I use, how much population sits in the photon that I deleted, and does the excitation really arrive on the other emitter?

## At \(g/\Delta=0.1\), at most 4% is lost to the photon

The level is wrong by at most \(4\times10^{-4}\Delta\), the photon never holds more than 4%, and the excitation arrives with probability at least 96% if you wait for the right time. These figures hold when a single excitation starts on one of two identical, lossless emitters, both coupled with the same strength to one lossless mode in the rotating-wave approximation.

**Energies.** Set \(\hbar=1\), measure energies from the emitter level, and number the basis states as the code does: 0 for emitter 1 excited, 1 for emitter 2 excited, 2 for one photon. Then

\[
H=\begin{pmatrix}0&0&g\\0&0&g\\g&g&\Delta\end{pmatrix},\qquad
\det(z-H)=z\,(z^2-\Delta z-2g^2).
\]

With \(\Omega=\sqrt{\Delta^2+8g^2}\), the eigenvalues are 0 and \(E_\pm=(\Delta\pm\Omega)/2\). Since \(\Omega\ge|\Delta|\), we have \(E_-\le0\le E_+\). Your reduced model has levels 0 and \(2J=-2g^2/\Delta\). Substituting \(8g^2=\Omega^2-\Delta^2\) gives

\[
E_-+\frac{2g^2}{\Delta}=\frac{\Delta-\Omega}{2}+\frac{\Omega^2-\Delta^2}{4\Delta}=\frac{(\Omega-\Delta)^2}{4\Delta}\ge0 .
\]

Because \(\Omega-\Delta=8g^2/(\Omega+\Delta)\le4g^2/\Delta\), this deviation is at most \(4g^4/\Delta^3\).

**Photon population.** Using \(E_+E_-=-2g^2\) and \(E_++E_-=\Delta\), one checks that

\[
d=(1,-1,0),\quad v_+=(-E_-,-E_-,2g),\quad v_-=(E_+,E_+,-2g)
\]

satisfy the eigenvalue equations for \(0,E_+,E_-\). Their squared norms are \(2\), \(2\Omega|E_-|\) and \(2\Omega E_+\); for \(g\ne0\), dividing by the square roots normalises them. The initial state \(e_0=(1,0,0)\) obeys \(2\Omega e_0=\Omega d+v_++v_-\), so \(\psi(t)=e^{-itH}e_0\) satisfies

\[
2\Omega\,\psi(t)=\Omega d+e^{-iE_+t}v_++e^{-iE_-t}v_- .
\]

Its photon component is

\[
\Omega\psi_2=g\left(e^{-iE_+t}-e^{-iE_-t}\right)=-2ig\,e^{-i\Delta t/2}\sin(\Omega t/2).
\]

Writing \(P_k=|\psi_k|^2\), we get \(\Omega^2P_2=4g^2\sin^2(\Omega t/2)\), and hence \(P_2\le4g^2/\Omega^2\le4g^2/\Delta^2\) for \(\Delta\ne0\).

**Arrival.** Choose \(t\) with \((\Omega-\Delta)t=2\pi\). Then \(e^{-iE_-t}=e^{i\pi}=-1\), and

\[
2\Omega\psi_1=-(\Omega+E_+)-E_-e^{-iE_+t}.
\]

The triangle inequality gives \(2\Omega|\psi_1|\ge\Omega+E_++E_-=\Omega+\Delta\). Since \(x^2\ge2x-1\), it follows that \(P_1\ge\Delta/\Omega\). Finally,

\[
1-\frac{\Delta}{\Omega}=\frac{8g^2}{\Omega(\Omega+\Delta)}\le\frac{4g^2}{\Delta^2},
\]

so \(P_1\ge1-4g^2/\Delta^2\). The time used here is \(\pi(\Omega+\Delta)/(4g^2)\), about 2% longer at your parameters than the \(\pi\Delta/(2g^2)\) of the reduced model.

### What the Lean statements say about the cavity

`hamiltonian g Δ` is the complex matrix above with real parameters. `rabi`, `upper` and `lower` are \(\Omega\), \(E_+\) and \(E_-\). This \(\Omega\) contains \(8g^2\), where the one-emitter Jaynes–Cummings formula has \(4g^2\), because two emitters couple collectively with strength \(\sqrt2\,g\). Some texts also define \(\Delta\) with the opposite sign.

`evolved g Δ t` is the matrix exponential of \(-itH\) applied to the first basis vector, and `population g Δ t k` is \(P_k\).

- `characteristic_det` factors the determinant for every complex \(z\), and `levels_ordered` places zero between the other two energies.
- `dispersive_level` gives both bounds on the level deviation for \(\Delta>0\).
- `photon_population` states the sine law multiplied by \(\Omega^2\), for all real parameters. At \(g=\Delta=0\) it reads \(0=0\).
- `leakage_bound` assumes \(\Delta\ne0\) and holds at every time, for an excitation that starts on one emitter, as `evolved` prescribes. Starting from the symmetric state \((1,1,0)/\sqrt2\) instead, the photon population reaches \(8g^2/\Omega^2\), about 7.4% at your parameters.
- `swap_probability` assumes \(\Delta>0\) and the timing condition, which has a solution exactly when \(g\ne0\). Its bound is informative when \(2|g|<\Delta\).

The positive sign in `dispersive_level` matters. For \(g=1\), \(\Delta=-1\) we have \(\Omega=3\) and a lowest energy of \(-2\), while \(-2g^2/\Delta=+2\). The deviation is \(-4\), so \(\Delta\ne0\) alone is not enough. This does not rule out the reduced model for a cavity below the emitters: for \(\Delta<0\) the level to compare with is \(E_+\), and the same algebra shows that \(-2g^2/\Delta\) lies above it by at most \(4g^4/|\Delta|^3\).

The step left to you is the reduction of the real device to this closed three-state block: it takes the rotating-wave approximation, equal couplings to a single relevant mode, no direct coupling between the emitters, and negligible cavity loss, emitter decay and dephasing over the swap time.

```lean
import Mathlib

open Matrix

namespace TwoEmitterCavity

noncomputable section

/-- Single-excitation Hamiltonian of two identical emitters coupled with strength `g` to one
cavity mode detuned by `Δ`; the basis is emitter 1 excited, emitter 2 excited, one photon. -/
def hamiltonian (g Δ : ℝ) : Matrix (Fin 3) (Fin 3) ℂ :=
  !![0, 0, (g : ℂ); 0, 0, (g : ℂ); (g : ℂ), (g : ℂ), (Δ : ℂ)]

/-- The generalized Rabi frequency `Ω = √(Δ² + 8g²)`. -/
def rabi (g Δ : ℝ) : ℝ := √(Δ ^ 2 + 8 * g ^ 2)

/-- The upper polariton energy `(Δ + Ω)/2`. -/
def upper (g Δ : ℝ) : ℝ := (Δ + rabi g Δ) / 2

/-- The lower polariton energy `(Δ - Ω)/2`. -/
def lower (g Δ : ℝ) : ℝ := (Δ - rabi g Δ) / 2

/-- The state `exp(-itH) e₀` at time `t`, when emitter 1 is excited at time zero. -/
def evolved (g Δ t : ℝ) : Fin 3 → ℂ :=
  NormedSpace.exp ((-(t : ℂ) * Complex.I) • hamiltonian g Δ) *ᵥ ![1, 0, 0]

/-- The probability of finding the evolved state in basis state `k`. -/
def population (g Δ t : ℝ) (k : Fin 3) : ℝ := ‖evolved g Δ t k‖ ^ 2

/-- The square of the Rabi frequency is `Δ² + 8g²`. -/
theorem rabi_sq (g Δ : ℝ) : rabi g Δ ^ 2 = Δ ^ 2 + 8 * g ^ 2 :=
  Real.sq_sqrt (by positivity)

/-- The lower polariton lies at or below zero energy, the upper one at or above it. -/
theorem levels_ordered (g Δ : ℝ) : lower g Δ ≤ 0 ∧ 0 ≤ upper g Δ := by
  have h : |Δ| ≤ rabi g Δ := Real.abs_le_sqrt (by nlinarith [sq_nonneg g])
  obtain ⟨h1, h2⟩ := abs_le.mp h
  constructor
  · unfold lower; linarith
  · unfold upper; linarith

/-- The characteristic determinant factors over the three energies `0` and `(Δ ± Ω)/2`. -/
theorem characteristic_det (g Δ : ℝ) (z : ℂ) :
    (z • (1 : Matrix (Fin 3) (Fin 3) ℂ) - hamiltonian g Δ).det =
      z * (z - upper g Δ) * (z - lower g Δ) := by
  have hs : (rabi g Δ : ℂ) ^ 2 = Δ ^ 2 + 8 * g ^ 2 := by exact_mod_cast rabi_sq g Δ
  simp [hamiltonian, upper, lower, Matrix.det_fin_three]
  linear_combination (z / 4) * hs

/-- For positive detuning the lowest energy is never below the dispersive value `-2g²/Δ` and exceeds
it by at most `4g⁴/Δ³`. -/
theorem dispersive_level (g Δ : ℝ) (hΔ : 0 < Δ) :
    0 ≤ lower g Δ + 2 * g ^ 2 / Δ ∧ lower g Δ + 2 * g ^ 2 / Δ ≤ 4 * g ^ 4 / Δ ^ 3 := by
  have hg : g ^ 2 = (rabi g Δ ^ 2 - Δ ^ 2) / 8 := by linarith [rabi_sq g Δ]
  have hle : 0 ≤ rabi g Δ - Δ := by
    have := (levels_ordered g Δ).1
    unfold lower at this; linarith
  -- the deviation is a perfect square over the detuning
  have e1 : lower g Δ + 2 * g ^ 2 / Δ = (rabi g Δ - Δ) ^ 2 / (4 * Δ) := by
    rw [hg, lower]; field_simp; ring
  have e2 : 4 * g ^ 4 / Δ ^ 3 = (rabi g Δ - Δ) ^ 2 / (4 * Δ) +
      (rabi g Δ - Δ) ^ 3 * (rabi g Δ + 3 * Δ) / (16 * Δ ^ 3) := by
    have h4 : g ^ 4 = ((rabi g Δ ^ 2 - Δ ^ 2) / 8) ^ 2 := by rw [← hg]; ring
    rw [h4]; field_simp; ring
  have h3 : 0 ≤ (rabi g Δ - Δ) ^ 3 * (rabi g Δ + 3 * Δ) / (16 * Δ ^ 3) :=
    div_nonneg (mul_nonneg (pow_nonneg hle 3) (by linarith)) (by positivity)
  rw [e1, e2]
  exact ⟨by positivity, by linarith⟩

/-- If `v` is an eigenvector of `A` with eigenvalue `E`, then `exp(cA)` multiplies `v`
by `exp(cE)`. -/
theorem exp_mulVec_eigenvector (A : Matrix (Fin 3) (Fin 3) ℂ) (v : Fin 3 → ℂ) (c E : ℂ)
    (hA : A *ᵥ v = E • v) : NormedSpace.exp (c • A) *ᵥ v = Complex.exp (c * E) • v := by
  have h : (c • A) *ᵥ v = (c * E) • v := by rw [Matrix.smul_mulVec, hA, smul_smul]
  generalize c • A = B at h ⊢
  generalize c * E = μ at h ⊢
  have hp : ∀ n : ℕ, B ^ n *ᵥ v = μ ^ n • v := by
    intro n
    induction n with
    | zero => simp
    | succ n ih =>
      rw [pow_succ, ← Matrix.mulVec_mulVec, h, Matrix.mulVec_smul, ih, smul_smul, pow_succ']
  let : NormedRing (Matrix (Fin 3) (Fin 3) ℂ) := Matrix.linftyOpNormedRing
  let : NormedAlgebra ℂ (Matrix (Fin 3) (Fin 3) ℂ) := Matrix.linftyOpNormedAlgebra
  -- apply the exponential series to `v` term by term
  let L : Matrix (Fin 3) (Fin 3) ℂ →+ (Fin 3 → ℂ) :=
    { toFun := fun M => M *ᵥ v
      map_zero' := Matrix.zero_mulVec v
      map_add' := fun M N => Matrix.add_mulVec M N v }
  have hL : Continuous L := continuous_id.matrix_mulVec continuous_const
  have h1 := (NormedSpace.exp_series_hasSum_exp' (𝕂 := ℂ) B).map L hL
  have h2 := (NormedSpace.exp_series_hasSum_exp' (𝕂 := ℂ) μ).smul_const v
  have h3 : HasSum (fun n : ℕ => ((n.factorial : ℂ)⁻¹ • μ ^ n) • v)
      (NormedSpace.exp B *ᵥ v) := by
    convert h1 using 1
    · funext n
      change _ = ((n.factorial : ℂ)⁻¹ • B ^ n) *ᵥ v
      rw [Matrix.smul_mulVec, hp, smul_assoc]
    · rfl
  rw [Complex.exp_eq_exp_ℂ]
  exact h3.unique h2

/-- The antisymmetric emitter state has energy zero, and two explicit vectors mixing the
symmetric emitter state with the photon satisfy the eigenvalue equations for `(Δ ± Ω)/2`. -/
theorem eigenvectors (g Δ : ℝ) :
    hamiltonian g Δ *ᵥ ![1, -1, 0] = 0 ∧
    hamiltonian g Δ *ᵥ ![-(lower g Δ : ℂ), -(lower g Δ : ℂ), 2 * (g : ℂ)] =
      (upper g Δ : ℂ) • ![-(lower g Δ : ℂ), -(lower g Δ : ℂ), 2 * (g : ℂ)] ∧
    hamiltonian g Δ *ᵥ ![(upper g Δ : ℂ), (upper g Δ : ℂ), -(2 * (g : ℂ))] =
      (lower g Δ : ℂ) • ![(upper g Δ : ℂ), (upper g Δ : ℂ), -(2 * (g : ℂ))] := by
  have hs : (rabi g Δ : ℂ) ^ 2 = Δ ^ 2 + 8 * g ^ 2 := by exact_mod_cast rabi_sq g Δ
  refine ⟨?_, ?_, ?_⟩
  · ext i
    fin_cases i <;> simp [hamiltonian, Matrix.mulVec, dotProduct, Fin.sum_univ_three]
  · ext i
    fin_cases i <;>
      simp [hamiltonian, upper, lower, Matrix.mulVec, dotProduct, Fin.sum_univ_three]
    · linear_combination (-1 / 4) * hs
    · linear_combination (-1 / 4) * hs
    · ring
  · ext i
    fin_cases i <;>
      simp [hamiltonian, upper, lower, Matrix.mulVec, dotProduct, Fin.sum_univ_three]
    · linear_combination (1 / 4) * hs
    · linear_combination (1 / 4) * hs
    · ring

/-- The evolved state, multiplied by `2Ω`, is a static antisymmetric part plus two polariton
parts that rotate with their own energies. -/
theorem evolution (g Δ t : ℝ) :
    (2 * (rabi g Δ : ℂ)) • evolved g Δ t = (rabi g Δ : ℂ) • ![1, -1, 0] +
      Complex.exp (-(t : ℂ) * Complex.I * upper g Δ) •
        ![-(lower g Δ : ℂ), -(lower g Δ : ℂ), 2 * (g : ℂ)] +
      Complex.exp (-(t : ℂ) * Complex.I * lower g Δ) •
        ![(upper g Δ : ℂ), (upper g Δ : ℂ), -(2 * (g : ℂ))] := by
  obtain ⟨h0, h1, h2⟩ := eigenvectors g Δ
  have h0' : hamiltonian g Δ *ᵥ ![1, -1, 0] = (0 : ℂ) • ![1, -1, 0] := by
    rw [h0, zero_smul]
  -- expand the initial state in eigenvectors
  have dec : (2 * (rabi g Δ : ℂ)) • ![(1 : ℂ), 0, 0] = (rabi g Δ : ℂ) • ![1, -1, 0] +
      ![-(lower g Δ : ℂ), -(lower g Δ : ℂ), 2 * (g : ℂ)] +
      ![(upper g Δ : ℂ), (upper g Δ : ℂ), -(2 * (g : ℂ))] := by
    ext i
    fin_cases i <;> simp [upper, lower] <;> ring
  rw [evolved, ← Matrix.mulVec_smul, dec, Matrix.mulVec_add, Matrix.mulVec_add,
    Matrix.mulVec_smul, exp_mulVec_eigenvector _ _ _ _ h0', exp_mulVec_eigenvector _ _ _ _ h1,
    exp_mulVec_eigenvector _ _ _ _ h2, mul_zero, Complex.exp_zero, one_smul]

/-- The photon population `P` oscillates at the Rabi frequency: `Ω² P = 4g² sin²(Ωt/2)`. -/
theorem photon_population (g Δ t : ℝ) :
    rabi g Δ ^ 2 * population g Δ t 2 = 4 * g ^ 2 * Real.sin (rabi g Δ * t / 2) ^ 2 := by
  have h : 2 * (rabi g Δ : ℂ) * evolved g Δ t 2 = (rabi g Δ : ℂ) * 0 +
      Complex.exp (-(t : ℂ) * Complex.I * upper g Δ) * (2 * (g : ℂ)) +
      Complex.exp (-(t : ℂ) * Complex.I * lower g Δ) * (-(2 * (g : ℂ))) :=
    congrFun (evolution g Δ t) 2
  have hsin : ∀ z : ℂ, Complex.exp (-z * Complex.I) - Complex.exp (z * Complex.I) =
      -2 * Complex.I * Complex.sin z := fun z => by
    rw [Complex.sin]
    linear_combination
      (Complex.exp (-z * Complex.I) - Complex.exp (z * Complex.I)) * Complex.I_sq
  -- split off the common phase of the two polaritons
  have a : Complex.exp (-(t : ℂ) * Complex.I * upper g Δ) =
      Complex.exp (((-(t * Δ / 2) : ℝ) : ℂ) * Complex.I) *
        Complex.exp (-((rabi g Δ * t / 2 : ℝ) : ℂ) * Complex.I) := by
    rw [← Complex.exp_add]; congr 1; simp only [upper]; push_cast; ring
  have b : Complex.exp (-(t : ℂ) * Complex.I * lower g Δ) =
      Complex.exp (((-(t * Δ / 2) : ℝ) : ℂ) * Complex.I) *
        Complex.exp (((rabi g Δ * t / 2 : ℝ) : ℂ) * Complex.I) := by
    rw [← Complex.exp_add]; congr 1; simp only [lower]; push_cast; ring
  have k : (rabi g Δ : ℂ) * evolved g Δ t 2 =
      ((2 * g * Real.sin (rabi g Δ * t / 2) : ℝ) : ℂ) *
        (Complex.exp (((-(t * Δ / 2) : ℝ) : ℂ) * Complex.I) * -Complex.I) := by
    have hz := hsin ((rabi g Δ * t / 2 : ℝ) : ℂ)
    rw [a, b] at h
    rw [Complex.ofReal_mul, Complex.ofReal_sin, Complex.ofReal_mul, Complex.ofReal_ofNat]
    linear_combination h / 2 +
      (g : ℂ) * Complex.exp (((-(t * Δ / 2) : ℝ) : ℂ) * Complex.I) * hz
  have n : |rabi g Δ| * ‖evolved g Δ t 2‖ = |2 * g * Real.sin (rabi g Δ * t / 2)| := by
    have := congrArg norm k
    rwa [norm_mul, norm_mul, norm_mul, norm_neg, Complex.norm_I,
      Complex.norm_exp_ofReal_mul_I, Complex.norm_real, Complex.norm_real,
      Real.norm_eq_abs, Real.norm_eq_abs, mul_one, mul_one] at this
  calc rabi g Δ ^ 2 * population g Δ t 2
      = (|rabi g Δ| * ‖evolved g Δ t 2‖) ^ 2 := by rw [population, mul_pow, sq_abs]
    _ = (2 * g * Real.sin (rabi g Δ * t / 2)) ^ 2 := by rw [n, sq_abs]
    _ = _ := by ring

/-- For nonzero detuning the photon population never exceeds `4g²/Δ²`. -/
theorem leakage_bound (g Δ t : ℝ) (hΔ : Δ ≠ 0) :
    population g Δ t 2 ≤ 4 * g ^ 2 / Δ ^ 2 := by
  have hP := photon_population g Δ t
  have h0 : 0 ≤ population g Δ t 2 := sq_nonneg _
  have h1 := Real.sin_sq_le_one (rabi g Δ * t / 2)
  rw [rabi_sq] at hP
  rw [le_div_iff₀ (by positivity)]
  nlinarith [mul_nonneg (sq_nonneg g) h0, mul_nonneg (sq_nonneg g) (sub_nonneg.2 h1)]

/-- For positive detuning, at a time `t` with `(Ω - Δ)t = 2π` the excitation is found on
emitter 2 with probability at least `1 - 4g²/Δ²`. -/
theorem swap_probability (g Δ t : ℝ) (hΔ : 0 < Δ)
    (ht : (rabi g Δ - Δ) * t = 2 * Real.pi) :
    1 - 4 * g ^ 2 / Δ ^ 2 ≤ population g Δ t 1 := by
  have hlow := (levels_ordered g Δ).1
  have hle : Δ ≤ rabi g Δ := by unfold lower at hlow; linarith
  have hΩ : 0 < rabi g Δ := lt_of_lt_of_le hΔ hle
  have h : 2 * (rabi g Δ : ℂ) * evolved g Δ t 1 = (rabi g Δ : ℂ) * (-1) +
      Complex.exp (-(t : ℂ) * Complex.I * upper g Δ) * (-(lower g Δ : ℂ)) +
      Complex.exp (-(t : ℂ) * Complex.I * lower g Δ) * (upper g Δ : ℂ) :=
    congrFun (evolution g Δ t) 1
  -- the lower polariton has acquired the phase `-1`
  have hphase : -(t : ℂ) * Complex.I * lower g Δ = Real.pi * Complex.I := by
    have htc : ((rabi g Δ : ℂ) - Δ) * t = 2 * Real.pi := by exact_mod_cast ht
    simp only [lower]; push_cast
    linear_combination (Complex.I / 2) * htc
  have hunit : ‖Complex.exp (-(t : ℂ) * Complex.I * upper g Δ)‖ = 1 := by
    have e : -(t : ℂ) * Complex.I * upper g Δ =
        ((-(t * upper g Δ) : ℝ) : ℂ) * Complex.I := by push_cast; ring
    rw [e, Complex.norm_exp_ofReal_mul_I]
  rw [hphase, Complex.exp_pi_mul_I] at h
  have k : ((rabi g Δ + upper g Δ : ℝ) : ℂ) =
      Complex.exp (-(t : ℂ) * Complex.I * upper g Δ) * ((-lower g Δ : ℝ) : ℂ) -
        ((2 * rabi g Δ : ℝ) : ℂ) * evolved g Δ t 1 := by
    push_cast; linear_combination h
  have n : rabi g Δ + upper g Δ ≤ -lower g Δ + 2 * rabi g Δ * ‖evolved g Δ t 1‖ := by
    calc rabi g Δ + upper g Δ ≤ ‖((rabi g Δ + upper g Δ : ℝ) : ℂ)‖ := by
          rw [Complex.norm_real]; exact le_abs_self _
      _ ≤ ‖Complex.exp (-(t : ℂ) * Complex.I * upper g Δ) * ((-lower g Δ : ℝ) : ℂ)‖ +
          ‖((2 * rabi g Δ : ℝ) : ℂ) * evolved g Δ t 1‖ := by
          rw [k]; exact norm_sub_le _ _
      _ = _ := by
          rw [norm_mul, norm_mul, hunit, Complex.norm_real, Complex.norm_real,
            Real.norm_of_nonneg (by linarith : 0 ≤ -lower g Δ),
            Real.norm_of_nonneg (by linarith : 0 ≤ 2 * rabi g Δ), one_mul]
  have q : Δ / rabi g Δ ≤ population g Δ t 1 := by
    unfold upper lower at n
    rw [population, div_le_iff₀ hΩ]
    nlinarith [mul_nonneg hΩ.le (sq_nonneg (‖evolved g Δ t 1‖ - 1))]
  have r : 1 - Δ / rabi g Δ ≤ 4 * g ^ 2 / Δ ^ 2 := by
    have e : 1 - Δ / rabi g Δ = (rabi g Δ - Δ) / rabi g Δ := by
      rw [sub_div, div_self hΩ.ne']
    have e4 : 4 * g ^ 2 * rabi g Δ = (rabi g Δ ^ 2 - Δ ^ 2) * rabi g Δ / 2 := by
      linear_combination (-(rabi g Δ) / 2) * rabi_sq g Δ
    rw [e, div_le_div_iff₀ hΩ (by positivity), e4]
    nlinarith [mul_nonneg (sq_nonneg (rabi g Δ - Δ))
      (by linarith : 0 ≤ rabi g Δ + 2 * Δ)]
  linarith

end

end TwoEmitterCavity
```

```lean
#print axioms TwoEmitterCavity.characteristic_det
#print axioms TwoEmitterCavity.dispersive_level
#print axioms TwoEmitterCavity.leakage_bound
#print axioms TwoEmitterCavity.swap_probability
```

```
'TwoEmitterCavity.characteristic_det' depends on axioms: [propext, Classical.choice, Quot.sound]
'TwoEmitterCavity.dispersive_level' depends on axioms: [propext, Classical.choice, Quot.sound]
'TwoEmitterCavity.leakage_bound' depends on axioms: [propext, Classical.choice, Quot.sound]
'TwoEmitterCavity.swap_probability' depends on axioms: [propext, Classical.choice, Quot.sound]
```

### From the exponential series to the swap

`rabi_sq` supplies \(\Omega^2=\Delta^2+8g^2\), the relation behind most of the algebra. In `characteristic_det` and `eigenvectors`, the matrix expressions are expanded into components. The identities that depend on that relation are closed by `linear_combination`, and the others by `simp` or `ring`.

`dispersive_level` proves the perfect-square formula as `e1`. For the upper bound it writes the gap between \(4g^4/\Delta^3\) and the deviation as \((\Omega-\Delta)^3(\Omega+3\Delta)/(16\Delta^3)\), which is visibly nonnegative. This replaces the estimate of \(\Omega-\Delta\) used above.

`exp_mulVec_eigenvector` justifies replacing the matrix exponential by a phase. Induction shows that each power of the matrix acts on an eigenvector as the same power of the eigenvalue. Applying a matrix to a fixed vector is continuous and additive, so the exponential series can be applied term by term, and uniqueness of its sum gives the result. `evolution` then expands the initial state (`dec`) and uses this lemma on each of the three parts.

`photon_population` reads off component 2, separates the common phase \(e^{-i\Delta t/2}\) in `a` and `b`, turns the difference of exponentials into a sine with `hsin`, and takes norms. `leakage_bound` follows from \(\sin^2\le1\) after clearing the denominator.

In `swap_probability`, `hphase` establishes the phase \(-1\), `n` is the triangle inequality, `q` gives \(P_1\ge\Delta/\Omega\), and `r` compares \(1-\Delta/\Omega\) with \(4g^2/\Delta^2\).
